# A single determinant with one excess spin-up electron has a positive semidefinite spin-density matrix exactly when that matrix belongs to one orbital

The single Slater determinant is taken here to be collinear: each occupied orbital is either purely spin up or purely spin down. Each spin channel is then described by a Hermitian idempotent matrix in a finite orthonormal orbital basis: \(P\) for spin up and \(Q\) for spin down. One excess spin-up electron then means \(\operatorname{tr}P-\operatorname{tr}Q=1\).

In Lean 4 with Mathlib:

```lean
import Mathlib

open Matrix
open scoped ComplexOrder

namespace UnpairedOrbital

noncomputable section

variable {n : Type*} [Fintype n]

/-- The one-particle density matrix of a determinant in one spin channel: a Hermitian
idempotent matrix. -/
structure IsDeterminantDensity (P : Matrix n n ℂ) : Prop where
  herm : Pᴴ = P
  idem : P * P = P

/-- The density matrix `v v*` of a single orbital `v`. -/
def orbitalDensity {n : Type*} (v : n → ℂ) : Matrix n n ℂ := vecMulVec v (star v)

/-- The density matrix of an orbital `v` sends `w` to `v` times the overlap of `v` with `w`. -/
theorem orbitalDensity_mulVec (v w : n → ℂ) :
    orbitalDensity v *ᵥ w = (star v ⬝ᵥ w) • v := by
  ext i
  simp only [orbitalDensity, mulVec, dotProduct, vecMulVec_apply, Pi.smul_apply,
    smul_eq_mul, Finset.sum_mul]
  apply Finset.sum_congr rfl
  intro j _
  ring

/-- A normalized orbital has a Hermitian idempotent density matrix of trace one. -/
theorem orbitalDensity_isDeterminantDensity (v : n → ℂ) (hv : star v ⬝ᵥ v = 1) :
    IsDeterminantDensity (orbitalDensity v) ∧ (orbitalDensity v).trace = 1 := by
  refine ⟨⟨?_, ?_⟩, ?_⟩
  · ext i j
    simp [orbitalDensity, vecMulVec_apply, mul_comm]
  · have h := orbitalDensity_mulVec v v
    rw [hv, one_smul] at h
    calc orbitalDensity v * orbitalDensity v
        = vecMulVec (orbitalDensity v *ᵥ v) (star v) := mul_vecMulVec _ _ _
      _ = orbitalDensity v := by rw [h]; rfl
  · rw [← hv]
    simp [orbitalDensity, trace, dotProduct, vecMulVec_apply, mul_comm]

/-- If the spin-density matrix `P - Q` of two determinant densities is positive semidefinite,
it is itself Hermitian and idempotent. -/
theorem spinDensity_isDeterminantDensity {P Q : Matrix n n ℂ} (hP : IsDeterminantDensity P)
    (hQ : IsDeterminantDensity Q) (h : (P - Q).PosSemidef) :
    IsDeterminantDensity (P - Q) := by
  classical
  have hR : (1 - P)ᴴ = 1 - P := by rw [conjTranspose_sub, conjTranspose_one, hP.herm]
  have h1 : (1 - P) * P = 0 := by rw [sub_mul, one_mul, hP.idem, sub_self]
  -- compress the spin density to the orbitals that are empty in spin up
  have e : (1 - P)ᴴ * (P - Q) * (1 - P) = -((Q * (1 - P))ᴴ * (Q * (1 - P))) := by
    rw [conjTranspose_mul, hR, hQ.herm]
    calc (1 - P) * (P - Q) * (1 - P)
        = (1 - P) * P * (1 - P) - (1 - P) * Q * (1 - P) := by
          rw [mul_sub (1 - P) P Q, sub_mul]
      _ = -((1 - P) * (Q * Q) * (1 - P)) := by rw [h1, hQ.idem, zero_mul, zero_sub]
      _ = -((1 - P) * Q * (Q * (1 - P))) := by simp only [mul_assoc]
  have t1 := (h.conjTranspose_mul_mul_same (1 - P)).trace_nonneg
  rw [e, trace_neg] at t1
  have t2 := (posSemidef_conjTranspose_mul_self (Q * (1 - P))).trace_nonneg
  have h0 : Q * (1 - P) = 0 :=
    trace_conjTranspose_mul_self_eq_zero_iff.mp (le_antisymm (neg_nonneg.mp t1) t2)
  have hQP : Q * P = Q := by
    rw [mul_sub, mul_one] at h0
    exact (sub_eq_zero.mp h0).symm
  have hPQ : P * Q = Q := by
    have := congrArg conjTranspose hQP
    rwa [conjTranspose_mul, hP.herm, hQ.herm] at this
  refine ⟨by rw [conjTranspose_sub, hP.herm, hQ.herm], ?_⟩
  rw [sub_mul, mul_sub, mul_sub, hP.idem, hQ.idem, hPQ, hQP, sub_self, sub_zero]

/-- A determinant density of trace one is the density matrix of one normalized orbital. -/
theorem exists_orbital_of_trace_one {D : Matrix n n ℂ} (hD : IsDeterminantDensity D)
    (ht : D.trace = 1) : ∃ v : n → ℂ, star v ⬝ᵥ v = 1 ∧ D = orbitalDensity v := by
  have hsum : ∑ j, D j j ≠ 0 := by
    have h : ∑ j, D j j = 1 := ht
    rw [h]
    exact one_ne_zero
  obtain ⟨j, -, hj⟩ := Finset.exists_ne_zero_of_sum_ne_zero hsum
  -- a nonzero column of `D` is an occupied orbital
  obtain ⟨u, hu⟩ : ∃ u : n → ℂ, u = fun i => D i j := ⟨_, rfl⟩
  have hDu : D *ᵥ u = u := by
    subst hu
    funext i
    exact congrFun (congrFun hD.idem i) j
  obtain ⟨r, hr⟩ : ∃ r : ℝ, r = ∑ i, Complex.normSq (u i) := ⟨_, rfl⟩
  have hpos : 0 < r := by
    rw [hr]
    refine Finset.sum_pos' (fun i _ => Complex.normSq_nonneg _) ⟨j, Finset.mem_univ j, ?_⟩
    rw [hu]
    exact Complex.normSq_pos.mpr hj
  have hs : star u ⬝ᵥ u = (r : ℂ) := by
    rw [hr, Complex.ofReal_sum]
    apply Finset.sum_congr rfl
    intro i _
    exact (Complex.normSq_eq_conj_mul_self).symm
  obtain ⟨c, hc⟩ : ∃ c : ℝ, c * (c * r) = 1 := by
    refine ⟨(√r)⁻¹, ?_⟩
    have h1 : √r ≠ 0 := (Real.sqrt_pos.mpr hpos).ne'
    have h2 : √r * √r = r := Real.mul_self_sqrt hpos.le
    calc (√r)⁻¹ * ((√r)⁻¹ * r) = (√r)⁻¹ * ((√r)⁻¹ * (√r * √r)) := by rw [h2]
      _ = 1 := by rw [inv_mul_cancel_left₀ h1, inv_mul_cancel₀ h1]
  have hv : star ((c : ℂ) • u) ⬝ᵥ ((c : ℂ) • u) = 1 := by
    rw [star_smul, smul_dotProduct, dotProduct_smul, hs, Complex.star_def,
      Complex.conj_ofReal, smul_eq_mul, smul_eq_mul]
    exact_mod_cast hc
  refine ⟨(c : ℂ) • u, hv, ?_⟩
  obtain ⟨hW, hWt⟩ := orbitalDensity_isDeterminantDensity _ hv
  have hDW : D * orbitalDensity ((c : ℂ) • u) = orbitalDensity ((c : ℂ) • u) := by
    unfold orbitalDensity
    rw [mul_vecMulVec, mulVec_smul, hDu]
  generalize orbitalDensity ((c : ℂ) • u) = W at hW hWt hDW ⊢
  have hWD : W * D = W := by
    have := congrArg conjTranspose hDW
    rwa [conjTranspose_mul, hD.herm, hW.herm] at this
  -- the remainder is a projector of trace zero
  have hE : (D - W)ᴴ * (D - W) = D - W := by
    rw [conjTranspose_sub, hD.herm, hW.herm, sub_mul, mul_sub, mul_sub, hD.idem, hW.idem,
      hDW, hWD, sub_self, sub_zero]
  apply sub_eq_zero.mp
  apply trace_conjTranspose_mul_self_eq_zero_iff.mp
  rw [hE, trace_sub, ht, hWt, sub_self]

/-- For spin-up and spin-down determinant densities with one excess spin-up electron, the
spin-density matrix is positive semidefinite exactly when it is the density matrix of one
normalized orbital. -/
theorem spinDensity_posSemidef_iff {P Q : Matrix n n ℂ} (hP : IsDeterminantDensity P)
    (hQ : IsDeterminantDensity Q) (ht : P.trace - Q.trace = 1) :
    (P - Q).PosSemidef ↔ ∃ v : n → ℂ, star v ⬝ᵥ v = 1 ∧ P - Q = orbitalDensity v := by
  constructor
  · intro h
    exact exists_orbital_of_trace_one (spinDensity_isDeterminantDensity hP hQ h)
      (by rw [trace_sub, ht])
  · rintro ⟨v, hv, h⟩
    have hW := (orbitalDensity_isDeterminantDensity v hv).1
    have hp := posSemidef_conjTranspose_mul_self (orbitalDensity v)
    rw [hW.herm, hW.idem] at hp
    rwa [h]

/-- If the spin-density matrix is that of a normalized orbital `v`, then `v` is occupied in
spin up and empty in spin down, and the magnetization on site `i` is `|v i|²`. -/
theorem unpaired_orbital_occupation {P Q : Matrix n n ℂ} (hP : IsDeterminantDensity P)
    (hQ : IsDeterminantDensity Q) {v : n → ℂ} (hv : star v ⬝ᵥ v = 1)
    (h : P - Q = orbitalDensity v) :
    P *ᵥ v = v ∧ Q *ᵥ v = 0 ∧ ∀ i, P i i - Q i i = (Complex.normSq (v i) : ℂ) := by
  have hp := (spinDensity_posSemidef_iff hP hQ (by
    rw [← trace_sub, h, (orbitalDensity_isDeterminantDensity v hv).2])).mpr ⟨v, hv, h⟩
  have hDv : P *ᵥ v - Q *ᵥ v = v := by
    rw [← sub_mulVec, h, orbitalDensity_mulVec, hv, one_smul]
  -- idempotency of `P - Q` gives `Q * P = Q`, from which `Q *ᵥ v = 0` follows
  have hD := (spinDensity_isDeterminantDensity hP hQ hp).idem
  have ha : P * Q + Q * P = Q + Q := by
    rw [sub_mul, mul_sub, mul_sub, hP.idem, hQ.idem] at hD
    linear_combination (norm := module) (-1 : ℂ) • hD
  have hb : Q * P * Q + Q * P = Q + Q := by
    have := congrArg (fun X => Q * X) ha
    simpa only [mul_add, ← mul_assoc, hQ.idem] using this
  have hc : P * Q + Q * P * Q = Q + Q := by
    have := congrArg (fun X => X * Q) ha
    simpa only [add_mul, mul_assoc, hQ.idem] using this
  have hd : (2 : ℂ) • (Q * P) = (2 : ℂ) • Q := by
    linear_combination (norm := module) hb - hc + ha
  have hQP : Q * P = Q := smul_right_injective (Matrix n n ℂ) (two_ne_zero : (2 : ℂ) ≠ 0) hd
  have hQv : Q *ᵥ v = 0 := by
    have := congrArg (fun x => Q *ᵥ x) hDv
    simp only [mulVec_sub, mulVec_mulVec, hQP, hQ.idem, sub_self] at this
    exact this.symm
  refine ⟨by rwa [hQv, sub_zero] at hDv, hQv, fun i => ?_⟩
  have hi := congrFun (congrFun h i) i
  rw [Matrix.sub_apply] at hi
  rw [hi, ← Complex.mul_conj]
  rfl

/-- Two spin-up electrons and one spin-down electron in three orbitals, with the first orbital
doubly occupied: the spin-density matrix is that of the second orbital. -/
theorem spinDensity_witness :
    IsDeterminantDensity (diagonal ![1, 1, 0] : Matrix (Fin 3) (Fin 3) ℂ) ∧
    IsDeterminantDensity (diagonal ![1, 0, 0] : Matrix (Fin 3) (Fin 3) ℂ) ∧
    (diagonal ![1, 1, 0] - diagonal ![1, 0, 0] : Matrix (Fin 3) (Fin 3) ℂ)
      = orbitalDensity ![0, 1, 0] := by
  refine ⟨⟨?_, ?_⟩, ⟨?_, ?_⟩, ?_⟩ <;> ext i j <;> fin_cases i <;> fin_cases j <;>
    simp [orbitalDensity, vecMulVec_apply, diagonal_apply, mul_apply]

/-- A spin-up density matrix of two electrons on three sites. -/
def upRing : Matrix (Fin 3) (Fin 3) ℂ :=
  !![2/3, -1/3, -1/3; -1/3, 2/3, -1/3; -1/3, -1/3, 2/3]

/-- A spin-down density matrix of one electron on three sites. -/
def downRing : Matrix (Fin 3) (Fin 3) ℂ :=
  !![1/3, 1/3, -1/3; 1/3, 1/3, -1/3; -1/3, -1/3, 1/3]

/-- The densities `upRing` and `downRing` give magnetization `1/3` on every site, yet their
spin-density matrix is not positive semidefinite. -/
theorem positive_magnetization_not_sufficient :
    IsDeterminantDensity upRing ∧ IsDeterminantDensity downRing ∧
    (∀ i, upRing i i - downRing i i = 1 / 3) ∧ ¬ (upRing - downRing).PosSemidef := by
  have hU : IsDeterminantDensity upRing := by
    constructor <;> ext i j <;> fin_cases i <;> fin_cases j <;>
      norm_num [upRing, mul_apply, Fin.sum_univ_succ]
  have hL : IsDeterminantDensity downRing := by
    constructor <;> ext i j <;> fin_cases i <;> fin_cases j <;>
      norm_num [downRing, mul_apply, Fin.sum_univ_succ]
  refine ⟨hU, hL, ?_, fun h => ?_⟩
  · intro i
    fin_cases i <;> norm_num [upRing, downRing]
  · have ht : upRing.trace - downRing.trace = 1 := by
      norm_num [upRing, downRing, trace, Fin.sum_univ_succ]
    obtain ⟨v, -, hv⟩ := (spinDensity_posSemidef_iff hU hL ht).mp h
    -- a single orbital would make this two-by-two minor vanish
    have key : (upRing - downRing) 0 0 * (upRing - downRing) 1 1
        = (upRing - downRing) 0 1 * (upRing - downRing) 1 0 := by
      rw [hv]
      simp only [orbitalDensity, vecMulVec_apply]
      ring
    norm_num [upRing, downRing] at key

end

end UnpairedOrbital
```

```lean
#print axioms UnpairedOrbital.spinDensity_posSemidef_iff
#print axioms UnpairedOrbital.unpaired_orbital_occupation
#print axioms UnpairedOrbital.positive_magnetization_not_sufficient
```

```
'UnpairedOrbital.spinDensity_posSemidef_iff' depends on axioms: [propext, Classical.choice, Quot.sound]
'UnpairedOrbital.unpaired_orbital_occupation' depends on axioms: [propext, Classical.choice, Quot.sound]
'UnpairedOrbital.positive_magnetization_not_sufficient' depends on axioms: [propext, Classical.choice, Quot.sound]
```

## Positivity of the matrix and its one-orbital form

The theorem `spinDensity_posSemidef_iff` says that, for such \(P\) and \(Q\), the matrix \(P-Q\) is positive semidefinite if and only if there is a vector \(v\) with \(v^*v=1\) and \(P-Q=vv^*\).

The index type `n` labels the basis orbitals or sites, and `IsDeterminantDensity` holds the two conditions \(P^*=P\) and \(P^2=P\). The normalisation is written `star v ⬝ᵥ v = 1`, and `orbitalDensity v` has entries \(v_i\overline{v_j}\). `PosSemidef` concerns the whole matrix, including the coherences between sites, and not only its diagonal, the site magnetization \(P_{ii}-Q_{ii}\).

For a polaron described by one collinear determinant with one excess spin-up electron in a finite orthonormal basis, positivity thus lets the magnetization be read as the density of the unpaired electron's orbital. No Hamiltonian or self-interaction correction enters, so nothing here decides whether a given functional produces such a state. Fractional occupations and correlated states are excluded by idempotency.

## Positivity places the spin-down space inside the spin-up space

Let \(P-Q\ge 0\) and put \(R=1-P\), the projector onto the orbitals empty in spin up. Since \(RP=0\) and \(Q=Q^2\),
\[
R(P-Q)R=-RQR=-(QR)^*(QR).
\]
The left side has nonnegative trace and the right side nonpositive trace. Hence \(\operatorname{tr}(QR)^*(QR)=0\), which forces \(QR=0\), that is, \(QP=Q\). Taking adjoints gives \(PQ=Q\), and therefore
\[
(P-Q)^2=P-PQ-QP+Q=P-Q.
\]
This is `spinDensity_isDeterminantDensity`; its equation `e` is the compression above, and `t1` and `t2` are the two trace inequalities.

## A projector of trace one is a single orbital

Now let \(D\) be a Hermitian idempotent matrix with \(\operatorname{tr}D=1\). Some diagonal entry \(D_{jj}\) is nonzero, so column \(j\), called \(u\), is nonzero. Because \(D^2=D\), it satisfies \(Du=u\). With \(r=\sum_i|u_i|^2>0\), set \(v=u/\sqrt r\) and \(W=vv^*\). By `orbitalDensity_isDeterminantDensity`, \(W\) is a Hermitian idempotent of trace one.

From \(Dv=v\) follows \(DW=W\), and by adjoints \(WD=W\). Thus
\[
(D-W)^*(D-W)=D-W-W+W=D-W,
\]
whose trace is \(1-1=0\). Hence \(D=W\), as `exists_orbital_of_trace_one` states. Applied to \(D=P-Q\), this gives the forward direction of the equivalence. Conversely, \(vv^*=(vv^*)^*(vv^*)\) is positive semidefinite.

## The orbital is occupied in spin up and empty in spin down

When \(P-Q=vv^*\) with \(v^*v=1\), `unpaired_orbital_occupation` gives \(Pv=v\), \(Qv=0\) and \(P_{ii}-Q_{ii}=|v_i|^2\). Idempotency of \(P-Q\) yields \(PQ+QP=2Q\). Multiplying by \(Q\) from the left and from the right gives
\[
QPQ+QP=2Q,\qquad PQ+QPQ=2Q,
\]
so \(QP=PQ=Q\). Applying \(Q\) to \((P-Q)v=v\) now gives \(Qv=0\), and then \(Pv=v\). The magnetization formula is the diagonal of \(vv^*\).

`spinDensity_witness` supplies an example: \(P=\operatorname{diag}(1,1,0)\) and \(Q=\operatorname{diag}(1,0,0)\) describe one doubly occupied orbital and one unpaired orbital.

## Positive magnetization on every site is not sufficient

The matrices `upRing` and `downRing` are determinant densities with traces two and one. Their difference is
\[
\begin{pmatrix}1/3&-2/3&0\\-2/3&1/3&0\\0&0&1/3\end{pmatrix}.
\]
Every site has magnetization \(1/3\), but the matrix is not positive semidefinite. If it were, it would equal some \(vv^*\), whose upper-left two-by-two minor vanishes; here that minor is \(1/9-4/9=-1/3\). This is the argument of `positive_magnetization_not_sufficient`.

## Fractional occupations break the equivalence

Drop idempotency of \(P\) and take \(P=\operatorname{diag}(1/2,1/2)\), \(Q=0\). The trace difference is still one and \(P-Q\) is positive semidefinite, but its determinant is \(1/4\), whereas every two-by-two matrix \(vv^*\) has determinant zero. The excess electron is spread over two orbitals, each with spin-up occupation \(1/2\).
